# In the lowest three-electron configuration of a symmetric Si–mu–Si model with nonzero coupling, the singly occupied orbital has a node at the muon

Put one orbital on each of the sites Si, mu, Si, and take the three orbitals as orthonormal. Let $a$ be the real energy of the muon site relative to silicon, and $b\neq 0$ the real coupling of the muon to each silicon. The one-electron Hamiltonian

$$H=\begin{pmatrix}0&b&0\\ b&a&b\\ 0&b&0\end{pmatrix}$$

has exactly three eigenvalues, $\tfrac12(a-s)<0<\tfrac12(a+s)$ and $0$, where $s=\sqrt{a^2+8b^2}$. The zero level is spanned by $(1,0,-1)$, or $(1,0,-1)/\sqrt2$ when normalised. Three independent electrons of least total energy fill the levels, from the lowest to the highest, as $(2,1,0)$, so the unpaired electron has probability $\tfrac12$ on each silicon and none on the muon.

For muon spin spectroscopy this means that, in this non-interacting three-orbital model, the unpaired electron gives no direct contact hyperfine coupling through the muon's own orbital. Spin polarisation of the paired electrons, which can contribute, is absent from the model.

## Independent electrons in three orthonormal orbitals

The matrix `siMuSi a b` is $H$. Its indices 0, 1, 2 stand for Si, mu, Si, so `v 1` is the muon amplitude of an orbital `v`, and a node means `v 1 = 0`. The eigenvalue problem has no overlap matrix, so the site orbitals are taken as orthonormal. The matrix `distortedBond` allows different silicon energies and couplings. Both matrices leave out direct Si–Si coupling. In the symmetric bond, such a coupling $t$ would keep $(1,0,-1)$ as an orbital, now with energy $-t$, but that orbital need not remain the middle one.

In Lean 4 with Mathlib:

```lean
import Mathlib

open Matrix

namespace BondCentredMuonium

noncomputable section

/-- One-electron Hamiltonian on the sites Si, mu, Si, with muon site energy `a` and
coupling `b` to each silicon; the silicon energy is the zero of energy. -/
def siMuSi (a b : ℝ) : Matrix (Fin 3) (Fin 3) ℝ :=
  !![0, b, 0; b, a, b; 0, b, 0]

/-- The same three sites with silicon energies `e₁`, `e₂` and couplings `b₁`, `b₂`
that may differ. -/
def distortedBond (e₁ a e₂ b₁ b₂ : ℝ) : Matrix (Fin 3) (Fin 3) ℝ :=
  !![e₁, b₁, 0; b₁, a, b₂; 0, b₂, e₂]
```

The function `level a b` lists the energies $E_0=\tfrac12(a-s)$, $E_1=0$ and $E_2=\tfrac12(a+s)$. At this point they are only formulas; that they are the eigenvalues is proved below.

```lean
/-- The three orbital energies of the symmetric bond, listed as lower, middle, upper. -/
def level (a b : ℝ) : Fin 3 → ℝ :=
  ![(a - Real.sqrt (a ^ 2 + 8 * b ^ 2)) / 2, 0, (a + Real.sqrt (a ^ 2 + 8 * b ^ 2)) / 2]
```

A configuration is a triple $n=(n_0,n_1,n_2)$ of occupation numbers. The bound $n_i\le 2$ stands for the two spin directions, which do not appear explicitly. Independence of the electrons enters through the energy $\sum_i n_iE_i$. With electron repulsion the total energy would not have this form, and the filling argument would not apply. `IsGround` says that a configuration is allowed and that no allowed configuration has lower energy.

```lean
/-- Three electrons are distributed over the levels, at most two in each. -/
def Allowed (n : Fin 3 → ℕ) : Prop := (∀ i, n i ≤ 2) ∧ ∑ i, n i = 3

/-- Total one-electron energy of the occupation numbers `n`. -/
def energy (a b : ℝ) (n : Fin 3 → ℕ) : ℝ := ∑ i, (n i : ℝ) * level a b i

/-- An allowed three-electron configuration of least energy. -/
def IsGround (a b : ℝ) (n : Fin 3 → ℕ) : Prop :=
  Allowed n ∧ ∀ m, Allowed m → energy a b n ≤ energy a b m
```

## Nonzero coupling between muon and silicon

The condition $b\neq0$ says that the muon is actually bonded to its neighbours. Written site by site, $Hv=Ev$ is

$$bv_1=Ev_0,\qquad bv_0+av_1+bv_2=Ev_1,\qquad bv_1=Ev_2 .$$

`distorted_components` obtains such equations for the general matrix by reading off each row and expanding the matrix product. `components` is the case of zero silicon energies and equal couplings. Neither needs $b\neq0$.

```lean
/-- The eigenvalue equation of the distorted bond, written site by site. -/
theorem distorted_components (e₁ a e₂ b₁ b₂ E : ℝ) (v : Fin 3 → ℝ) :
    distortedBond e₁ a e₂ b₁ b₂ *ᵥ v = E • v ↔
      e₁ * v 0 + b₁ * v 1 = E * v 0 ∧ b₁ * v 0 + a * v 1 + b₂ * v 2 = E * v 1 ∧
        b₂ * v 1 + e₂ * v 2 = E * v 2 := by
  constructor
  · intro h
    have h0 := congrFun h 0
    have h1 := congrFun h 1
    have h2 := congrFun h 2
    simp [distortedBond, Matrix.mulVec, dotProduct, Fin.sum_univ_three] at h0 h1 h2
    exact ⟨by linarith, by linarith, by linarith⟩
  · rintro ⟨h0, h1, h2⟩
    ext i
    fin_cases i <;>
      simp [distortedBond, Matrix.mulVec, dotProduct, Fin.sum_univ_three] <;> linarith

/-- The eigenvalue equation of the symmetric bond, written site by site. -/
theorem components (a b E : ℝ) (v : Fin 3 → ℝ) :
    siMuSi a b *ᵥ v = E • v ↔
      b * v 1 = E * v 0 ∧ b * v 0 + a * v 1 + b * v 2 = E * v 1 ∧ b * v 1 = E * v 2 :=
  (distorted_components 0 a 0 b b E v).trans (by simp only [zero_mul, zero_add, add_zero])
```

The condition first matters for the signs of the levels. Since $b^2>0$, we have $s^2>a^2$, hence $s>|a|$, and therefore $E_0<0<E_2$. In `level_signs` the inequalities $a<s$ and $-a<s$ are proved separately.

```lean
/-- For nonzero coupling, the lower level is negative and the upper level is positive. -/
theorem level_signs (a : ℝ) {b : ℝ} (hb : b ≠ 0) : level a b 0 < 0 ∧ 0 < level a b 2 := by
  have hb2 : 0 < b ^ 2 := by positivity
  have h1 : a < Real.sqrt (a ^ 2 + 8 * b ^ 2) := Real.lt_sqrt_of_sq_lt (by linarith)
  have h2 : -a < Real.sqrt (a ^ 2 + 8 * b ^ 2) := Real.lt_sqrt_of_sq_lt (by nlinarith)
  constructor
  · show (a - Real.sqrt (a ^ 2 + 8 * b ^ 2)) / 2 < 0
    linarith
  · show 0 < (a + Real.sqrt (a ^ 2 + 8 * b ^ 2)) / 2
    linarith
```

For $E=0$ the first equation is $bv_1=0$, and dividing by $b$ gives $v_1=0$. The middle equation becomes $b(v_0+v_2)=0$, and a second division gives $v_2=-v_0$. Thus $v=v_0(1,0,-1)$, and every such vector satisfies the three equations. The two divisions are the two uses of `mul_left_cancel₀ hb` in `zero_mode`.

```lean
/-- For nonzero coupling, the orbitals of zero energy are exactly the multiples of `(1, 0, -1)`. -/
theorem zero_mode (a : ℝ) {b : ℝ} (hb : b ≠ 0) (v : Fin 3 → ℝ) :
    siMuSi a b *ᵥ v = 0 ↔ ∃ c : ℝ, v = c • ![1, 0, -1] := by
  have key := components a b 0 v
  rw [zero_smul] at key
  rw [key]
  constructor
  · rintro ⟨h0, h1, _⟩
    have hm : v 1 = 0 := mul_left_cancel₀ hb (by linarith)
    have hs : v 2 = -v 0 := mul_left_cancel₀ hb (by linear_combination h1 - a * hm)
    refine ⟨v 0, ?_⟩
    ext i
    fin_cases i
    · show v 0 = v 0 * 1
      ring
    · show v 1 = v 0 * 0
      linarith
    · show v 2 = v 0 * (-1)
      linarith
  · rintro ⟨c, rfl⟩
    refine ⟨?_, ?_, ?_⟩
    · show b * (c * 0) = 0 * (c * 1)
      ring
    · show b * (c * 1) + a * (c * 0) + b * (c * (-1)) = 0 * (c * 0)
      ring
    · show b * (c * 0) = 0 * (c * (-1))
      ring
```

For $E\neq0$ the outer equations give $v_0=v_2=bv_1/E$. If $v_1$ were zero, all of $v$ would vanish. So $v_1\neq0$, and the middle equation yields

$$\frac{2b^2}{E}+a=E,\qquad\text{that is}\qquad E^2=aE+2b^2,$$

whose roots are $E_0$ and $E_2$. Because $b\neq0$, the first equation also gives $v_1=Ev_0/b$, so $v=(v_0/b)(b,E,b)$. Conversely, $(b,E,b)$ satisfies the outer equations identically and the middle one by the quadratic. Normalised, it is $(b,E,b)/\sqrt{2b^2+E^2}$, with muon probability $E^2/(2b^2+E^2)>0$.

`outer_orbital` follows this route for a given outer level: `hE` records that the level is a nonzero root of the quadratic, and the cancellations then fix the amplitudes. Its hypothesis `i ≠ 1` excludes the middle level, for which the formula would give $(b,0,b)$, not an eigenvector.

```lean
/-- For nonzero coupling, the orbitals of the lower and of the upper level, of energy `E`, are
exactly the multiples of `(b, E, b)`. -/
theorem outer_orbital (a : ℝ) {b : ℝ} (hb : b ≠ 0) {i : Fin 3} (hi : i ≠ 1)
    (v : Fin 3 → ℝ) :
    siMuSi a b *ᵥ v = level a b i • v ↔ ∃ c : ℝ, v = c • ![b, level a b i, b] := by
  have hs : Real.sqrt (a ^ 2 + 8 * b ^ 2) ^ 2 = a ^ 2 + 8 * b ^ 2 :=
    Real.sq_sqrt (by positivity)
  -- both outer levels are nonzero roots of E² = a E + 2 b²
  have hE : level a b i ≠ 0 ∧ level a b i ^ 2 = a * level a b i + 2 * b ^ 2 := by
    fin_cases i
    · refine ⟨(level_signs a hb).1.ne, ?_⟩
      show ((a - Real.sqrt (a ^ 2 + 8 * b ^ 2)) / 2) ^ 2 =
        a * ((a - Real.sqrt (a ^ 2 + 8 * b ^ 2)) / 2) + 2 * b ^ 2
      linear_combination hs / 4
    · exact absurd rfl hi
    · refine ⟨(level_signs a hb).2.ne', ?_⟩
      show ((a + Real.sqrt (a ^ 2 + 8 * b ^ 2)) / 2) ^ 2 =
        a * ((a + Real.sqrt (a ^ 2 + 8 * b ^ 2)) / 2) + 2 * b ^ 2
      linear_combination hs / 4
  obtain ⟨hE0, hq⟩ := hE
  generalize level a b i = E at *
  rw [components]
  constructor
  · rintro ⟨h0, _, h2⟩
    have h02 : v 2 = v 0 := mul_left_cancel₀ hE0 (by linarith)
    have hc : v 0 / b * b = v 0 := div_mul_cancel₀ _ hb
    refine ⟨v 0 / b, ?_⟩
    ext j
    fin_cases j
    · exact hc.symm
    · show v 1 = v 0 / b * E
      exact mul_left_cancel₀ hb (by linear_combination h0 - E * hc)
    · exact h02.trans hc.symm
  · rintro ⟨c, rfl⟩
    refine ⟨?_, ?_, ?_⟩
    · show b * (c * E) = E * (c * b)
      ring
    · show b * (c * b) + a * (c * E) + b * (c * b) = E * (c * E)
      linear_combination (-c) * hq
    · show b * (c * E) = E * (c * b)
      ring
```

`eigenvalue_iff` shows that the list is complete. From left to right, it separates $E=0$ from $E\neq0$, proves $v_1\neq0$, derives the quadratic as `hq` and factorises it as `hf`. From right to left, it supplies the eigenvectors already found. Together with the two preceding theorems, this shows that each level is nondegenerate.

```lean
/-- The eigenvalues of the Si-mu-Si Hamiltonian are exactly the three listed levels. -/
theorem eigenvalue_iff (a : ℝ) {b : ℝ} (hb : b ≠ 0) (E : ℝ) :
    (∃ v : Fin 3 → ℝ, v ≠ 0 ∧ siMuSi a b *ᵥ v = E • v) ↔ ∃ i, E = level a b i := by
  constructor
  · rintro ⟨v, hv, h⟩
    obtain ⟨h0, h1, h2⟩ := (components a b E v).1 h
    by_cases hE : E = 0
    · exact ⟨1, hE⟩
    have hm : v 1 ≠ 0 := by
      intro hm
      rw [hm, mul_zero] at h0 h2
      apply hv
      ext i
      fin_cases i
      · exact (mul_eq_zero.1 h0.symm).resolve_left hE
      · exact hm
      · exact (mul_eq_zero.1 h2.symm).resolve_left hE
    -- eliminating the silicon amplitudes leaves a quadratic equation for E
    have hq : E ^ 2 - a * E - 2 * b ^ 2 = 0 :=
      mul_right_cancel₀ hm (by linear_combination (-E) * h1 - b * h0 - b * h2)
    have hs : Real.sqrt (a ^ 2 + 8 * b ^ 2) ^ 2 = a ^ 2 + 8 * b ^ 2 :=
      Real.sq_sqrt (by positivity)
    have hf : (E - (a - Real.sqrt (a ^ 2 + 8 * b ^ 2)) / 2) *
        (E - (a + Real.sqrt (a ^ 2 + 8 * b ^ 2)) / 2) = 0 := by
      linear_combination hq - hs / 4
    rcases mul_eq_zero.1 hf with h | h
    · exact ⟨0, sub_eq_zero.1 h⟩
    · exact ⟨2, sub_eq_zero.1 h⟩
  · rintro ⟨i, rfl⟩
    by_cases hi : i = 1
    · subst hi
      refine ⟨![1, 0, -1], fun h => one_ne_zero (α := ℝ) (congrFun h 0), ?_⟩
      rw [show level a b 1 = 0 from rfl, zero_smul]
      exact (zero_mode a hb _).2 ⟨1, (one_smul ℝ _).symm⟩
    · exact ⟨![b, level a b i, b], fun h => hb (congrFun h 0),
        (outer_orbital a hb hi _).2 ⟨1, (one_smul ℝ _).symm⟩⟩
```

If $b=0$, the Hamiltonian is diagonal with entries $0,a,0$. Each silicon orbital is then a zero-energy orbital by itself, so `zero_mode` fails, and at least one outer level is no longer separated from zero. If $a=0$ as well, all three levels coincide and a singly occupied orbital may sit entirely on the muon.

## Three electrons in a configuration of least energy

The electron count describes two bonding electrons plus one unpaired electron, and minimality selects the ground configuration. Since $E_1=0$, the energy of an allowed configuration is

$$n_0E_0+n_2E_2\;\ge\;2E_0,$$

because $n_0\le2$ with $E_0<0$, and $n_2\ge0$ with $E_2>0$. Equality requires $n_0=2$ and $n_2=0$, and the total of three then forces $n_1=1$.

In `ground_iff`, `en` is the energy formula and `e0` its value at $(2,1,0)$. A given minimiser is compared with $(2,1,0)$. Assuming a hole in the lower level, or an electron in the upper one, contradicts that comparison. The converse is the displayed inequality.

```lean
/-- For nonzero coupling, the unique three-electron configuration of least energy has two electrons
in the lower level, one in the middle level and none in the upper level. -/
theorem ground_iff (a : ℝ) {b : ℝ} (hb : b ≠ 0) (n : Fin 3 → ℕ) :
    IsGround a b n ↔ n = ![2, 1, 0] := by
  obtain ⟨hl, hu⟩ := level_signs a hb
  have en : ∀ m, energy a b m = m 0 * level a b 0 + m 2 * level a b 2 := by
    intro m
    rw [energy, Fin.sum_univ_three, show level a b 1 = 0 from rfl]
    ring
  have e0 : energy a b ![2, 1, 0] = 2 * level a b 0 := by
    rw [en]
    simp
  have ha : Allowed ![2, 1, 0] := ⟨by decide, by decide⟩
  constructor
  · rintro ⟨⟨hn, hsum⟩, hmin⟩
    have h := hmin _ ha
    rw [e0, en] at h
    rw [Fin.sum_univ_three] at hsum
    have hn0 := hn 0
    have hp : 0 ≤ (n 2 : ℝ) * level a b 2 := by positivity
    -- a hole in the lower level costs energy
    have h0 : n 0 = 2 := by
      by_contra hne
      have h1 : (n 0 : ℝ) ≤ 1 := by exact_mod_cast (by omega : n 0 ≤ 1)
      nlinarith [mul_nonneg (sub_nonneg.2 h1) (neg_pos.2 hl).le]
    -- so does an electron in the upper level
    have h2 : n 2 = 0 := by
      by_contra hne
      have h1 : (0 : ℝ) < n 2 := by exact_mod_cast Nat.pos_of_ne_zero hne
      have h3 := mul_pos h1 hu
      rw [h0] at h
      push_cast at h
      linarith
    ext i
    fin_cases i
    · exact h0
    · show n 1 = 1
      omega
    · exact h2
  · rintro rfl
    refine ⟨ha, fun m hm => ?_⟩
    rw [e0, en]
    have h1 : (m 0 : ℝ) ≤ 2 := by exact_mod_cast hm.1 0
    have hp : 0 ≤ (m 2 : ℝ) * level a b 2 := by positivity
    nlinarith [mul_nonneg (sub_nonneg.2 h1) (neg_pos.2 hl).le]
```

The node now follows. In `singly_occupied_node`, the hypothesis `hn` fixes the occupations as $(2,1,0)$, `hi` then identifies the singly occupied level as number 1, and `zero_mode` gives the orbital.

```lean
/-- For nonzero coupling, in a three-electron configuration of least energy, every orbital of a
singly occupied level is a multiple of `(1, 0, -1)` and vanishes at the muon. -/
theorem singly_occupied_node (a : ℝ) {b : ℝ} (hb : b ≠ 0) {n : Fin 3 → ℕ}
    (hn : IsGround a b n) {i : Fin 3} (hi : n i = 1) {v : Fin 3 → ℝ}
    (hv : siMuSi a b *ᵥ v = level a b i • v) :
    (∃ c : ℝ, v = c • ![1, 0, -1]) ∧ v 1 = 0 := by
  have key : ∀ j : Fin 3, (![2, 1, 0] : Fin 3 → ℕ) j = 1 → j = 1 := by decide
  rw [(ground_iff a hb n).1 hn] at hi
  rw [key i hi, show level a b 1 = 0 from rfl, zero_smul] at hv
  obtain ⟨c, hc⟩ := (zero_mode a hb v).1 hv
  refine ⟨⟨c, hc⟩, ?_⟩
  rw [hc]
  exact mul_zero c
```

Each condition on the filling has a role. Without minimality, the configuration $(1,2,0)$ is allowed, and its singly occupied orbital $(b,E_0,b)$ has weight on the muon. The same orbital is singly occupied when there is only one electron and its energy is least. Without the limit of two per level, all three electrons would go into the lowest level and none would be singly occupied.

## Equal silicon energies, but not necessarily equal couplings

The symmetric matrix makes the two silicon atoms equivalent in both energy and coupling. To see which equality the node needs, let the silicon energies be $e_1,e_2$ and the couplings $b_1,b_2$, both nonzero. An orbital with $v_1=0$ must satisfy

$$e_1v_0=Ev_0,\qquad b_1v_0+b_2v_2=0,\qquad e_2v_2=Ev_2 .$$

If either silicon amplitude vanished, the middle equation would make the other vanish too, leaving $v=0$. Both are therefore nonzero, and $e_1=E=e_2$. Conversely, if $e_1=e_2$, the vector $(b_2,0,-b_1)$ is an orbital of energy $e_1$. Normalised, it is $(b_2,0,-b_1)/\sqrt{b_1^2+b_2^2}$.

In `node_iff_equal_silicon`, `hbal` is the middle equation. The facts `hv0` and `hv2` use the nonzero couplings to put weight on both silicon atoms, and `q1` and `q2` cancel those amplitudes.

```lean
/-- With both couplings nonzero, a distorted bond has an orbital with a node at the muon
exactly when the two silicon energies are equal. -/
theorem node_iff_equal_silicon (e₁ a e₂ : ℝ) {b₁ b₂ : ℝ} (h₁ : b₁ ≠ 0) (h₂ : b₂ ≠ 0) :
    (∃ (E : ℝ) (v : Fin 3 → ℝ), v ≠ 0 ∧ distortedBond e₁ a e₂ b₁ b₂ *ᵥ v = E • v ∧
      v 1 = 0) ↔ e₁ = e₂ := by
  constructor
  · rintro ⟨E, v, hv, h, hm⟩
    obtain ⟨k0, k1, k2⟩ := (distorted_components e₁ a e₂ b₁ b₂ E v).1 h
    have hbal : b₁ * v 0 + b₂ * v 2 = 0 := by linear_combination k1 + (E - a) * hm
    -- the muon row forces weight on both silicon atoms
    have hv0 : v 0 ≠ 0 := by
      intro hz
      have hz2 : v 2 = 0 := mul_left_cancel₀ h₂ (by linear_combination hbal - b₁ * hz)
      apply hv
      ext i
      fin_cases i
      · exact hz
      · exact hm
      · exact hz2
    have hv2 : v 2 ≠ 0 := by
      intro hz
      exact hv0 (mul_left_cancel₀ h₁ (by linear_combination hbal - b₂ * hz))
    have q1 : e₁ = E := mul_right_cancel₀ hv0 (by linear_combination k0 - b₁ * hm)
    have q2 : e₂ = E := mul_right_cancel₀ hv2 (by linear_combination k2 - b₂ * hm)
    exact q1.trans q2.symm
  · rintro rfl
    refine ⟨e₁, ![b₂, 0, -b₁], fun h => h₂ (congrFun h 0), ?_, rfl⟩
    rw [distorted_components]
    refine ⟨?_, ?_, ?_⟩
    · show e₁ * b₂ + b₁ * 0 = e₁ * b₂
      ring
    · show b₁ * b₂ + a * 0 + b₂ * (-b₁) = e₁ * 0
      ring
    · show b₂ * 0 + e₁ * (-b₁) = e₁ * (-b₁)
      ring

end

end BondCentredMuonium
```

With both couplings nonzero and equal silicon energies, there is thus an orbital with a node at the muon even if the couplings differ; their ratio sets how its weight is divided between the silicon atoms. With unequal silicon energies, no orbital has a node at the muon. If one coupling vanishes, this criterion fails: with $b_1=0$, the isolated orbital $(1,0,0)$ has no muon amplitude whatever the silicon energies are. The theorem concerns the existence of an orbital with a node and says nothing about its occupation.

```lean
#print axioms BondCentredMuonium.eigenvalue_iff
#print axioms BondCentredMuonium.singly_occupied_node
#print axioms BondCentredMuonium.node_iff_equal_silicon
```

```
'BondCentredMuonium.eigenvalue_iff' depends on axioms: [propext, Classical.choice, Quot.sound]
'BondCentredMuonium.singly_occupied_node' depends on axioms: [propext, Classical.choice, Quot.sound]
'BondCentredMuonium.node_iff_equal_silicon' depends on axioms: [propext, Classical.choice, Quot.sound]
```
